# Many random sign phases generally average the RKKY oscillation to zero, but not its root-mean-square

If I judge the RKKY coupling in a disordered metal by its disorder average alone, I can conclude that two magnetic moments hardly interact, although in an individual sample the coupling may be as strong as in the clean metal, with a sign and a size that vary from sample to sample. I would like to see this distinction in a model small enough to solve exactly.

Take the oscillating factor $\cos X$ of the coupling, with phase $X = t + p\sum_i e_i$, where $t$ is the phase in the clean metal and each of $n$ scatterers adds $+p$ or $-p$ according to a sign $e_i=\pm1$. Averaged over all $2^n$ sign choices, I expect

$$\langle \cos X\rangle = \cos t\,\cos^n p,\qquad \langle \cos^2 X\rangle = \tfrac12\bigl(1+\cos 2t\,\cos^n 2p\bigr).$$

Can this be made rigorous and machine-checked in Lean 4, including what "generally" means when one says that the root-mean-square survives?

## One cosine per scatterer

Yes. It is no harder to let each scatterer have its own phase step $p_i$, so put $X(e) = t+\sum_i p_i e_i$. Below, $i$ labels scatterers and $\mathrm{i}$ is the imaginary unit. The letter $e$ denotes the sign configuration $(e_1,\dots,e_n)$, except as the base of an exponential, where it is Euler's number. For a fixed configuration $e$ the phase factor is a product, and summing over all configurations lets every sign be summed separately:

$$\sum_e e^{\mathrm{i}X(e)} = e^{\mathrm{i}t}\sum_e\prod_i e^{\mathrm{i}p_ie_i} = e^{\mathrm{i}t}\prod_i\bigl(e^{\mathrm{i}p_i}+e^{-\mathrm{i}p_i}\bigr) = 2^n e^{\mathrm{i}t}\prod_i\cos p_i .$$

The product of cosines is real, so taking the real part and dividing by $2^n$ gives

$$\langle\cos X\rangle = \cos t\prod_i\cos p_i .$$

For the square, use $\cos^2X=\tfrac12(1+\cos 2X)$. The doubled phase $2X = 2t+\sum_i 2p_ie_i$ has the same form as $X$, with $t$ and every $p_i$ doubled, so the formula for the mean applies to it:

$$\langle\cos^2X\rangle = \tfrac12\Bigl(1+\cos 2t\prod_i\cos 2p_i\Bigr).$$

Setting every $p_i$ equal to $p$ turns the products into $n$-th powers, which are your two formulas. With no scatterers they reduce to $\cos t$ and $\cos^2t$.

## Many scatterers, and the exceptional phase steps

If $\sin p\neq0$, then $\cos^2p = 1-\sin^2p<1$, so $\cos^np\to0$ and the mean tends to zero as $n$ grows. If $\sin 2p\neq0$, the same argument gives $\cos^n2p\to0$. The mean square then tends to $\tfrac12$ and the root-mean-square to $\sqrt{1/2}\approx0.707$, whatever the clean phase $t$. Since $\sin2p=2\sin p\cos p$, the second condition implies the first, and both limits then hold together.

The condition on $\sin2p$ is what "generally" stands for. At $p=\pi/2$ and odd $n$ we have $\cos^n2p=(-1)^n=-1$, hence

$$\langle\cos^2X\rangle=\tfrac12(1-\cos2t)=\sin^2t .$$

At $t=0$ this is zero: every configuration has a phase that is an odd multiple of $\pi/2$, so the coupling factor vanishes in each of them.

Within this model of independent signs and a fixed amplitude, take many scatterers and $\sin2p\neq0$. A simulation of localised moments that replaces the coupling factor by its disorder average would then set it close to zero, although its root-mean-square over the samples is close to $0.707$.

## How the physics is encoded

A disorder configuration is a function `e : Fin n → Bool`, one two-valued choice per scatterer, and `sign` turns `true` into $+1$ and `false` into $-1$. The definition `phase t p e` is $X(e)$ with individual steps `p i`. The definition `average` sums an observable over all configurations and divides by $2^n$; equal weights mean that the signs are independent and unbiased.

The theorem `random_phase_moments` states both of your formulas for every natural `n` and all real `t` and `p`, with the phase written out as `t + p * ∑ i, sign (e i)`. The limits are `mean_coupling_damped`, with hypothesis `Real.sin p ≠ 0`, and `rms_coupling_survives`, with hypothesis `Real.sin (2 * p) ≠ 0`. In both, `t` and `p` stay fixed while `n` grows. The theorem `quarter_turn_exception` treats $p=\pi/2$ with `2 * m + 1` scatterers.

The phase step $p$ is postulated. It stands for the shift that a scatterer gives to the electron-mediated oscillation between the two moments, and it is not computed from a scattering potential. The RKKY interaction itself is not derived either: only its dimensionless oscillating factor appears, without the amplitude that decays with distance. The limits are stated for equal steps, while the two averages are also proved for unequal ones.

```lean
import Mathlib

open Filter Topology

namespace RKKYRandomPhase

noncomputable section

/-- The sign `+1` or `-1` carried by a two-valued random scatterer. -/
def sign (b : Bool) : ℝ := if b then 1 else -1

/-- The phase of the coupling: a clean part `t` plus a shift `± p i` from each scatterer. -/
def phase {n : ℕ} (t : ℝ) (p : Fin n → ℝ) (e : Fin n → Bool) : ℝ :=
  t + ∑ i, p i * sign (e i)

/-- The average of an observable over all `2 ^ n` equally likely sign configurations. -/
def average {n : ℕ} (f : (Fin n → Bool) → ℝ) : ℝ := (∑ e, f e) / 2 ^ n

/-- The two signs of a single scatterer together contribute twice the cosine of its phase shift. -/
theorem sum_single_scatterer (p : ℝ) :
    ∑ b : Bool, Complex.exp ((p : ℂ) * (sign b : ℂ) * Complex.I)
      = 2 * Complex.cos (p : ℂ) := by
  have h1 : Complex.exp ((p : ℂ) * (sign true : ℂ) * Complex.I)
      = Complex.exp ((p : ℂ) * Complex.I) := by simp [sign]
  have h2 : Complex.exp ((p : ℂ) * (sign false : ℂ) * Complex.I)
      = Complex.exp (-(p : ℂ) * Complex.I) := by simp [sign]
  rw [Fintype.sum_bool, h1, h2, Complex.cos]
  ring

/-- The phase factor `exp (i X)`, summed over all sign configurations, factorises into
one cosine per scatterer. -/
theorem sum_phase_factor {n : ℕ} (t : ℝ) (p : Fin n → ℝ) :
    ∑ e : Fin n → Bool, Complex.exp ((phase t p e : ℂ) * Complex.I)
      = ((2 ^ n * ∏ i, Real.cos (p i) : ℝ) : ℂ) * Complex.exp ((t : ℂ) * Complex.I) := by
  -- for a fixed configuration the exponential is a product over scatterers
  have hsplit : ∀ e : Fin n → Bool, Complex.exp ((phase t p e : ℂ) * Complex.I)
      = Complex.exp ((t : ℂ) * Complex.I)
        * ∏ i, Complex.exp ((p i : ℂ) * (sign (e i) : ℂ) * Complex.I) := by
    intro e
    unfold phase
    push_cast
    rw [add_mul, Complex.exp_add, Finset.sum_mul, Complex.exp_sum]
  -- the sum over configurations of a product is a product of single-scatterer sums
  have hprod : ∏ i, ∑ b : Bool, Complex.exp ((p i : ℂ) * (sign b : ℂ) * Complex.I)
      = ∑ e : Fin n → Bool,
          ∏ i, Complex.exp ((p i : ℂ) * (sign (e i) : ℂ) * Complex.I) := by
    rw [Finset.prod_univ_sum, Fintype.piFinset_univ]
  rw [Finset.sum_congr rfl (fun e _ => hsplit e), ← Finset.mul_sum, ← hprod,
    Finset.prod_congr rfl (fun i _ => sum_single_scatterer (p i)),
    Finset.prod_mul_distrib, Finset.prod_const, Finset.card_univ, Fintype.card_fin]
  push_cast
  ring

/-- The mean coupling factor is the clean value `cos t` multiplied by the cosine of
each scatterer's phase shift. -/
theorem average_coupling {n : ℕ} (t : ℝ) (p : Fin n → ℝ) :
    average (fun e => Real.cos (phase t p e)) = Real.cos t * ∏ i, Real.cos (p i) := by
  have h := congrArg Complex.re (sum_phase_factor t p)
  rw [Complex.re_sum, Complex.re_ofReal_mul] at h
  simp only [Complex.exp_ofReal_mul_I_re] at h
  unfold average
  rw [h, div_eq_iff (by positivity)]
  ring

/-- The mean square of the coupling factor is one half plus a term that carries the
cosines of the doubled phases. -/
theorem average_coupling_sq {n : ℕ} (t : ℝ) (p : Fin n → ℝ) :
    average (fun e => Real.cos (phase t p e) ^ 2)
      = (1 + Real.cos (2 * t) * ∏ i, Real.cos (2 * p i)) / 2 := by
  have hdouble : ∀ e : Fin n → Bool, Real.cos (phase t p e) ^ 2
      = 1 / 2 + Real.cos (phase (2 * t) (fun i => 2 * p i) e) / 2 := by
    intro e
    have h2 : phase (2 * t) (fun i => 2 * p i) e = 2 * phase t p e := by
      simp only [phase, mul_add, Finset.mul_sum, mul_assoc]
    rw [h2, Real.cos_sq]
  have hcard : ∑ _e : Fin n → Bool, (1 / 2 : ℝ) = 2 ^ n * (1 / 2) := by
    simp
  -- the oscillating part is a mean coupling with all phases doubled
  have h := average_coupling (2 * t) (fun i => 2 * p i)
  unfold average at h ⊢
  rw [div_eq_iff (by positivity)] at h
  beta_reduce at h
  rw [Finset.sum_congr rfl (fun e _ => hdouble e), Finset.sum_add_distrib,
    hcard, ← Finset.sum_div, h, div_eq_iff (by positivity)]
  ring

/-- For `n` scatterers with equal phase step `p`, the mean coupling factor is
`cos t * cos p ^ n` and its mean square is `(1 + cos 2t * cos 2p ^ n) / 2`. -/
theorem random_phase_moments (n : ℕ) (t p : ℝ) :
    average (fun e : Fin n → Bool => Real.cos (t + p * ∑ i, sign (e i)))
        = Real.cos t * Real.cos p ^ n ∧
      average (fun e : Fin n → Bool => Real.cos (t + p * ∑ i, sign (e i)) ^ 2)
        = (1 + Real.cos (2 * t) * Real.cos (2 * p) ^ n) / 2 := by
  have hphase : ∀ e : Fin n → Bool,
      phase t (fun _ => p) e = t + p * ∑ i, sign (e i) := by
    intro e
    simp only [phase, Finset.mul_sum]
  have h1 := average_coupling t (fun _ : Fin n => p)
  have h2 := average_coupling_sq t (fun _ : Fin n => p)
  simp only [hphase, Finset.prod_const, Finset.card_univ, Fintype.card_fin] at h1 h2
  exact ⟨h1, h2⟩

/-- Powers of `cos x` die out whenever `sin x` is nonzero. -/
theorem cos_pow_tendsto_zero {x : ℝ} (hx : Real.sin x ≠ 0) :
    Tendsto (fun n : ℕ => Real.cos x ^ n) atTop (𝓝 0) := by
  have hpos : 0 < Real.sin x ^ 2 := by positivity
  have hlt : |Real.cos x| < 1 := by
    rw [← sq_lt_one_iff_abs_lt_one]
    linarith [Real.sin_sq_add_cos_sq x]
  exact tendsto_pow_atTop_nhds_zero_of_abs_lt_one hlt

/-- If `sin p` is nonzero, the mean coupling factor tends to zero as the number of
scatterers grows. -/
theorem mean_coupling_damped (t : ℝ) {p : ℝ} (hp : Real.sin p ≠ 0) :
    Tendsto (fun n : ℕ =>
      average (fun e : Fin n → Bool => Real.cos (t + p * ∑ i, sign (e i))))
      atTop (𝓝 0) := by
  simp only [fun n : ℕ => (random_phase_moments n t p).1]
  simpa using (cos_pow_tendsto_zero hp).const_mul (Real.cos t)

/-- If `sin 2p` is nonzero, the root-mean-square coupling factor tends to `√(1/2)` as the
number of scatterers grows, for every clean phase `t`. -/
theorem rms_coupling_survives (t : ℝ) {p : ℝ} (hp : Real.sin (2 * p) ≠ 0) :
    Tendsto (fun n : ℕ =>
      √(average (fun e : Fin n → Bool => Real.cos (t + p * ∑ i, sign (e i)) ^ 2)))
      atTop (𝓝 √(1 / 2)) := by
  simp only [fun n : ℕ => (random_phase_moments n t p).2]
  have h := (((cos_pow_tendsto_zero hp).const_mul (Real.cos (2 * t))).const_add 1).div_const 2
  rw [mul_zero, add_zero] at h
  exact (Real.continuous_sqrt.tendsto _).comp h

/-- For an odd number of scatterers with phase step `π/2`, the mean square of the coupling
factor is exactly `sin t ^ 2`. -/
theorem quarter_turn_exception (m : ℕ) (t : ℝ) :
    average (fun e : Fin (2 * m + 1) → Bool =>
      Real.cos (t + Real.pi / 2 * ∑ i, sign (e i)) ^ 2) = Real.sin t ^ 2 := by
  have hpi : 2 * (Real.pi / 2) = Real.pi := by ring
  have hodd : (-1 : ℝ) ^ (2 * m + 1) = -1 := by
    rw [pow_succ, pow_mul]
    norm_num
  rw [(random_phase_moments (2 * m + 1) t (Real.pi / 2)).2, hpi, Real.cos_pi, hodd,
    Real.cos_two_mul]
  linarith [Real.sin_sq_add_cos_sq t]

end

end RKKYRandomPhase
```

```lean
#print axioms RKKYRandomPhase.random_phase_moments
#print axioms RKKYRandomPhase.mean_coupling_damped
#print axioms RKKYRandomPhase.rms_coupling_survives
#print axioms RKKYRandomPhase.quarter_turn_exception
```

```
'RKKYRandomPhase.random_phase_moments' depends on axioms: [propext, Classical.choice, Quot.sound]
'RKKYRandomPhase.mean_coupling_damped' depends on axioms: [propext, Classical.choice, Quot.sound]
'RKKYRandomPhase.rms_coupling_survives' depends on axioms: [propext, Classical.choice, Quot.sound]
'RKKYRandomPhase.quarter_turn_exception' depends on axioms: [propext, Classical.choice, Quot.sound]
```

## From the phase sum to the limits

The lemma `sum_single_scatterer` is the identity $e^{\mathrm{i}p}+e^{-\mathrm{i}p}=2\cos p$, written as a sum over the two Boolean values. `sum_phase_factor` is the factorisation. Its step `hsplit` writes the exponential of a sum as a product for one configuration, and `hprod` exchanges the sum over configurations with the product over scatterers by means of `Finset.prod_univ_sum`. Inserting the single-scatterer result in each factor then produces $2^n\prod_i\cos p_i$.

In `average_coupling`, applying `Complex.re` to both sides of that identity is the step of taking the real part; division by $2^n$ finishes it. In `average_coupling_sq`, the step `hdouble` is the double-angle formula, with `h2` checking that doubling `t` and every `p i` doubles the phase. The constant term sums to $2^n/2$, and the oscillating term is `average_coupling` at doubled arguments.

The proof of `random_phase_moments` specialises both results to a constant step. The step `hphase` pulls $p$ out of the sum, and the product of $n$ equal cosines becomes a power.

For the limits, `cos_pow_tendsto_zero` derives $|\cos x|<1$ from $\sin x\neq0$ and $\sin^2x+\cos^2x=1$, then uses the convergence of powers of a number smaller than one in absolute value. `mean_coupling_damped` multiplies this limit by $\cos t$. `rms_coupling_survives` applies it at $x=2p$, obtains the limit $\tfrac12$ for the mean square, and passes to the root by continuity of the square root. Finally, `quarter_turn_exception` inserts $\cos\pi=-1$ and the odd power of $-1$ into the exact mean square and simplifies to $\sin^2t$.

## Continuous phase shifts as another model

The shifts could also be modelled as independent real random variables on a probability space, with a continuous distribution in place of two values. For a distribution symmetric about zero, each $\cos p_i$ in the mean would be replaced by the expected cosine of the shift, and each $\cos2p_i$ in the mean square by the expected cosine of twice the shift. For Gaussian shifts of variance $\sigma^2$ these factors are $e^{-\sigma^2/2}$ and $e^{-2\sigma^2}$. Both are below one whenever $\sigma>0$, so the exceptional phase steps would disappear. The price in Lean would be integrals and a formal notion of independence, where the two-valued model needs only a finite sum.
